# sin(qr) agrees with some real multiple of exp(−κr) in value and slope at r = R exactly when q cos(qR) + κ sin(qR) = 0

The theorem `matching_iff` concerns the joining condition at the edge R of a square well: some real multiple c of exp(−κr) agrees with sin(qr) in both value and first derivative at r = R if and only if q cos(qR) + κ sin(qR) = 0. Here R, κ and q are arbitrary real numbers, with no sign conditions and no relation tying q and κ to an energy or a well depth, and neither function is normalised. The proof first computes the two derivatives, as `h1` and `h2`. It then gets the matching equation by eliminating c, and for the converse takes c = sin(qR)/exp(−κR).

This version doesn't compile in Lean 4 with Mathlib:

```lean
import Mathlib

open Filter Topology Set

namespace DeepSquareWell

noncomputable section

/-- Matching function at the edge `R` of a square well, for inner wave number `q` and
outer decay constant `κ`. -/
def mismatch (R κ q : ℝ) : ℝ := q * Real.cos (q * R) + κ * Real.sin (q * R)

/-- The inner wave `sin (q r)` joins some multiple of `exp (-κ r)` at `R` in value and slope
exactly when the matching function vanishes. -/
theorem matching_iff (R κ q : ℝ) :
    (∃ c : ℝ, Real.sin (q * R) = c * Real.exp (-κ * R) ∧
      deriv (fun r => Real.sin (q * r)) R = deriv (fun r => c * Real.exp (-κ * r)) R) ↔
    mismatch R κ q = 0 := by
  have h1 : deriv (fun r => Real.sin (q * r)) R = q * Real.cos (q * R) := by
    apply HasDerivAt.deriv
    convert ((hasDerivAt_id' R).const_mul q).sin using 1
    ring
  have h2 : ∀ c : ℝ, deriv (fun r => c * Real.exp (-κ * r)) R
      = c * (Real.exp (-κ * R) * (-κ)) := by
    intro c
    apply HasDerivAt.deriv
    convert (((hasDerivAt_id' R).const_mul (-κ)).exp).const_mul c using 1
    ring
  unfold mismatch
  constructor
  · rintro ⟨c, hv, hs⟩
    rw [h1, h2] at hs
    linear_combination hs + κ * hv
  · intro h
    have hv : Real.sin (q * R) / Real.exp (-κ * R) * Real.exp (-κ * R) = Real.sin (q * R) :=
      div_mul_cancel₀ _ (Real.exp_ne_zero _)
    refine ⟨Real.sin (q * R) / Real.exp (-κ * R), hv.symm, ?_⟩
    rw [h1, h2]
    linear_combination h + κ * hv

end

end DeepSquareWell
```

Lean reports:

```
Main.lean:22:4: error: `ring_nf` made no progress on the goal
Main.lean:28:4: error: `ring_nf` made no progress on the goal
```

As a diff, the version that Lean accepts:

```diff
@@ -17,14 +17,14 @@
       deriv (fun r => Real.sin (q * r)) R = deriv (fun r => c * Real.exp (-κ * r)) R) ↔
     mismatch R κ q = 0 := by
+  have hl : ∀ a : ℝ, HasDerivAt (fun r : ℝ => a * r) a R := fun a =>
+    ((hasDerivAt_id' R).const_mul a).congr_deriv (mul_one a)
   have h1 : deriv (fun r => Real.sin (q * r)) R = q * Real.cos (q * R) := by
     apply HasDerivAt.deriv
-    convert ((hasDerivAt_id' R).const_mul q).sin using 1
-    ring
+    exact ((hl q).sin).congr_deriv (mul_comm _ _)
   have h2 : ∀ c : ℝ, deriv (fun r => c * Real.exp (-κ * r)) R
       = c * (Real.exp (-κ * R) * (-κ)) := by
     intro c
     apply HasDerivAt.deriv
-    convert (((hasDerivAt_id' R).const_mul (-κ)).exp).const_mul c using 1
-    ring
+    exact ((hl (-κ)).exp).const_mul c
   unfold mismatch
   constructor
```

Cause. Both errors fall on the `ring` calls that follow `convert`, in `h1` and `h2`. `ring` could not close the goal it was given, and its fallback `ring_nf` found nothing in it to simplify. The expected equation between derivative values, such as `q * cos (q * R) = cos (q * R) * (q * 1)`, is one that `ring` proves, so `convert` must have put some other goal first. The messages do not show what that goal was.

The repair does without `convert`. The new fact `hl` says that `a * r` has derivative `a`, using `mul_one` to remove the factor 1. In `h1`, the sine rule then gives `cos (q * R) * q`, and `congr_deriv` with `mul_comm` changes only this value to the required order. In `h2`, the exponential and constant-multiple rules already give the required value. In both places `exact` checks the rest of the statement by definitional equality, so no side goal is left for `ring`.
